# The induced dimension reduction theorem: nested spaces that shrink strictly until they vanish

Let $A$ be a linear map on a finite-dimensional vector space $V$ over a field $K$, and let $G_0$ be a subspace with $AG_0\subseteq G_0$. Let $S$ be a subspace such that $S\cap G_0$ contains no nonzero $A$-invariant subspace, let $w_0,w_1,\dots$ be nonzero elements of $K$, and define

$$G_{j+1}=(1-w_jA)\,(G_j\cap S).$$

Then $G_{j+1}\subseteq G_j$, and the inclusion is strict unless $G_j=0$. Consequently $G_j=0$ for every $j\ge\dim G_0$.

## Residuals confined to shrinking spaces

The problem behind these spaces is a large linear system $Ax=b$ with a matrix that need not be Hermitian. An approximate solution $x$ has the residual $r=b-Ax$. The method IDR(s) builds its iterates so that their residuals lie in $G_0$, then in $G_1$, then in $G_2$, and so on. A residual in the zero space is zero, and the system is then solved.

In electronic structure, such systems arise as $(z-H)x=b$ for a Green's function at complex energy $z$; the theorem applies when the Hamiltonian $H$ is a fixed matrix in a finite basis and rounding is ignored.

The step from the theorem to a working solver is the claim that the computed residuals do lie in the spaces $G_j$. That depends on the recurrences of the algorithm and on the solvability of the small systems inside them. The statements below concern the spaces alone.

No inner product is needed, so the field is arbitrary; for the application, read $K$ as $\mathbb R$ or $\mathbb C$. The letter $K$ does not denote a Krylov space here.

```lean
import Mathlib

open Module

namespace InducedDimensionReduction

variable {K V : Type*} [Field K] [AddCommGroup V] [Module K V]
```

## One step: intersect, then apply a linear factor

Each step uses the map $1-cA$ with a scalar $c$, which sends $y$ to $y-cAy$. In Lean it is `factor A c`.

```lean
/-- The linear factor `1 - c A` applied in one dimension-reduction step. -/
def factor (A : V →ₗ[K] V) (c : K) : V →ₗ[K] V := LinearMap.id - c • A
```

The scalar $w_j$ is usually written $\omega_j$. It is the length of a relaxation step, often chosen to make the new residual small. If it is zero, the step brings in no new application of $A$. The numbering here starts at zero, so $w_j$ produces $G_{j+1}$; some texts attach the index of the new space to the scalar instead.

The subspace $S$ is normally the set of vectors orthogonal to $s$ chosen shadow vectors. Its codimension is $s$ if these are linearly independent.

In the recursive definition, `⊓` is the intersection of subspaces and `.map` takes the image under a linear map. Thus `space A S G₀ w j` is $G_j$.

```lean
/-- The spaces `G_j` of induced dimension reduction: `G_0` is given, and
`G_(j+1)` is the image of `G_j ∩ S` under `1 - w_j A`. -/
def space (A : V →ₗ[K] V) (S G₀ : Submodule K V) (w : ℕ → K) : ℕ → Submodule K V
  | 0 => G₀
  | j + 1 => (space A S G₀ w j ⊓ S).map (factor A (w j))
```

## The condition on S

A subspace $U$ is $A$-invariant if $Ax\in U$ for all $x\in U$. The condition on $S$ says that an invariant $U$ contained in both $G_0$ and $S$ must be zero. In Lean, `≤` between subspaces means containment and `⊥` is the zero subspace.

```lean
/-- The only `A`-invariant subspace contained in both `S` and `G₀` is zero. -/
def NoSharedInvariant (A : V →ₗ[K] V) (S G₀ : Submodule K V) : Prop :=
  ∀ U : Submodule K V, U ≤ G₀ → U ≤ S → (∀ x ∈ U, A x ∈ U) → U = ⊥
```

Over $\mathbb C$ in finite dimension, every nonzero invariant subspace contains an eigenvector. The condition then means that no eigenvector of $A$ in $G_0$ is orthogonal to all the shadow vectors.

Two choices of $G_0$ are of interest. With $G_0=V$, written `⊤` in Lean, the condition is that $S$ itself contains no nonzero invariant subspace. The other choice is the full Krylov space spanned by $r_0,Ar_0,A^2r_0,\dots$, where $r_0$ is the initial residual. This choice matters for degenerate levels: an eigenspace of dimension greater than $s$ always meets $S$ in a nonzero vector, whereas the Krylov space contains only one eigendirection for each eigenvalue that occurs in it.

## What it means to lie in the next space

By the definition of an image, $x\in G_{j+1}$ exactly when there is a vector $y\in G_j\cap S$ with

$$x=y-w_jAy.$$

The lemma `mem_space_succ` unfolds the definitions to this form, which the later proofs use in both directions.

```lean
variable {A : V →ₗ[K] V} {S G₀ : Submodule K V} {w : ℕ → K}

/-- A vector lies in `G_(j+1)` exactly when it is `y - w_j A y` for some `y` in `G_j ∩ S`. -/
theorem mem_space_succ {j : ℕ} {x : V} :
    x ∈ space A S G₀ w (j + 1) ↔
      ∃ y, y ∈ space A S G₀ w j ∧ y ∈ S ∧ y - w j • A y = x := by
  simp only [space, factor, Submodule.mem_map, Submodule.mem_inf, and_assoc,
    LinearMap.sub_apply, LinearMap.id_apply, LinearMap.smul_apply]
```

## Recovering Ay from the factor

Suppose a subspace $U$ contains $y$ and $y-cAy$, with $c\ne0$. It also contains their difference,

$$y-(y-cAy)=cAy,$$

and after division by $c$ it contains $Ay$. The proof of `apply_mem` follows these two lines: `sub_mem` forms the difference, and `smul_mem_iff` removes the nonzero scalar.

```lean
/-- If a subspace contains `y` and `y - c A y` with `c` nonzero, it contains `A y`. -/
theorem apply_mem {U : Submodule K V} {c : K} {y : V} (hc : c ≠ 0) (hy : y ∈ U)
    (h : y - c • A y ∈ U) : A y ∈ U := by
  have h' := U.sub_mem hy h
  rw [sub_sub_cancel] at h'
  exact (U.smul_mem_iff hc).1 h'
```

## The spaces are nested

The inclusion $G_{j+1}\subseteq G_j$ follows by induction on $j$.

For $j=0$, a vector of $G_1$ has the form $y-w_0Ay$ with $y\in G_0\cap S$. Since $G_0$ is invariant, $Ay\in G_0$, and so $y-w_0Ay\in G_0$.

Now assume $G_{j+1}\subseteq G_j$ and take $x\in G_{j+2}$. Then $x=y-w_{j+1}Ay$ for some $y\in G_{j+1}\cap S$. By the induction hypothesis $y$ also lies in $G_j\cap S$, so the previous factor sends it into $G_{j+1}$:

$$y-w_jAy\in G_{j+1}.$$

Both $y$ and $y-w_jAy$ are now in $G_{j+1}$, and $w_j\ne0$. Hence $Ay\in G_{j+1}$, and therefore $x=y-w_{j+1}Ay\in G_{j+1}$.

In the Lean proof, `ih` is the induction hypothesis and `h1` is the displayed membership. Neither finite dimension nor the condition on $S$ is used.

```lean
/-- If `G_0` is `A`-invariant and all `w_j` are nonzero, the spaces are nested:
`G_(j+1)` is contained in `G_j`. -/
theorem space_succ_le (hG : ∀ x ∈ G₀, A x ∈ G₀) (hw : ∀ j, w j ≠ 0) (j : ℕ) :
    space A S G₀ w (j + 1) ≤ space A S G₀ w j := by
  induction j with
  | zero =>
    intro x hx
    obtain ⟨y, hy, -, rfl⟩ := mem_space_succ.1 hx
    exact G₀.sub_mem hy (G₀.smul_mem _ (hG y hy))
  | succ j ih =>
    intro x hx
    obtain ⟨y, hy, hyS, rfl⟩ := mem_space_succ.1 hx
    -- the previous factor also maps `y` into `G_(j+1)`, hence `A y` lies there
    have h1 : y - w j • A y ∈ space A S G₀ w (j + 1) :=
      mem_space_succ.2 ⟨y, ih hy, hyS, rfl⟩
    exact Submodule.sub_mem _ hy (Submodule.smul_mem _ _ (apply_mem (hw j) hy h1))
```

## A step without loss exposes an invariant subspace

Suppose that $G_{j+1}=G_j$. A linear map cannot raise the dimension of a subspace, so

$$\dim G_j=\dim G_{j+1}\le\dim(G_j\cap S)\le\dim G_j.$$

Equality holds throughout. Since $G_j\cap S$ is contained in $G_j$ and has the same finite dimension, the two are equal, which means $G_j\subseteq S$.

Now take any $x\in G_j$. It lies in $G_j\cap S$, so $x-w_jAx\in G_{j+1}=G_j$. With $w_j\ne0$ this gives $Ax\in G_j$. Thus $G_j$ is an $A$-invariant subspace of $S$.

In Lean, `finrank` is the dimension. The fact `hd` is the first inequality above, `hS` is the inclusion in $S$, and the last lines apply `apply_mem` to $x$.

```lean
/-- In finite dimension, if a step with nonzero `w_j` leaves `G_j` unchanged, then `G_j`
is an `A`-invariant subspace of `S`. -/
theorem invariant_of_stagnation [FiniteDimensional K V] {j : ℕ} (hc : w j ≠ 0)
    (h : space A S G₀ w (j + 1) = space A S G₀ w j) :
    space A S G₀ w j ≤ S ∧ ∀ x ∈ space A S G₀ w j, A x ∈ space A S G₀ w j := by
  -- a linear image cannot gain dimension, so intersecting with `S` lost nothing
  have hd : finrank K (space A S G₀ w j) ≤
      finrank K (space A S G₀ w j ⊓ S : Submodule K V) := by
    have h1 := Submodule.finrank_map_le (factor A (w j)) (space A S G₀ w j ⊓ S)
    change finrank K (space A S G₀ w (j + 1)) ≤ _ at h1
    rwa [h] at h1
  have hS : space A S G₀ w j ≤ S :=
    inf_eq_left.1 (Submodule.eq_of_le_of_finrank_le inf_le_left hd)
  refine ⟨hS, fun x hx => apply_mem hc hx ?_⟩
  have h2 : x - w j • A x ∈ space A S G₀ w (j + 1) :=
    mem_space_succ.2 ⟨x, hx, hS hx, rfl⟩
  rwa [h] at h2
```

## Strict reduction

Nesting gives $G_{j+1}\subseteq G_j$. If the inclusion is not strict, the two spaces are equal, and $G_j$ is an invariant subspace of $S$. Repeated nesting also gives $G_j\subseteq G_0$. The condition on $S$ then forces $G_j=0$, so for $G_j\ne0$ the inclusion must be strict.

The theorem states both parts for every $j$: `≤` for containment, and `<` for strict containment when the space is not `⊥`. Its hypotheses `hG`, `hS` and `hw` are the invariance of $G_0$, the condition on $S$, and $w_j\ne0$ for all $j$. The proof assumes equality as `h` and derives that $G_j$ is zero.

```lean
/-- Induced dimension reduction theorem: in finite dimension, let `G_0` be `A`-invariant,
let `S` and `G_0` share no nonzero `A`-invariant subspace, and let all `w_j` be nonzero.
Then `G_(j+1)` is contained in `G_j`, strictly unless `G_j` is zero. -/
theorem induced_dimension_reduction [FiniteDimensional K V]
    (hG : ∀ x ∈ G₀, A x ∈ G₀) (hS : NoSharedInvariant A S G₀) (hw : ∀ j, w j ≠ 0) (j : ℕ) :
    space A S G₀ w (j + 1) ≤ space A S G₀ w j ∧
      (space A S G₀ w j ≠ ⊥ → space A S G₀ w (j + 1) < space A S G₀ w j) := by
  have hle := space_succ_le (S := S) hG hw
  refine ⟨hle j, fun hne => lt_of_le_of_ne (hle j) fun h => hne ?_⟩
  obtain ⟨h1, h2⟩ := invariant_of_stagnation (hw j) h
  have h0 : space A S G₀ w j ≤ G₀ := antitone_nat_of_succ_le hle (Nat.zero_le j)
  exact hS _ h0 h1 h2
```

## Zero after at most dim G₀ steps

A strict inclusion costs at least one dimension. As long as $G_i\ne0$, this gives

$$\dim G_i+i\le\dim G_0.$$

For $i=0$ this is an equality. If $G_{i+1}\ne0$, then $G_i\ne0$ by nesting, and strictness gives $\dim G_{i+1}+1\le\dim G_i$. Adding $i$ to both sides and using the bound for $i$ yields the bound for $i+1$.

Now let $j\ge\dim G_0$ and suppose $G_j\ne0$. The bound gives $\dim G_j\le\dim G_0-j\le0$, a contradiction. Hence $G_j=0$.

The intermediate claim `key` is the displayed bound, and `omega` does the integer arithmetic.

```lean
/-- Finite termination: under the hypotheses of the induced dimension reduction theorem,
`G_j` is zero as soon as `j` reaches the dimension of `G_0`. -/
theorem space_eq_bot [FiniteDimensional K V]
    (hG : ∀ x ∈ G₀, A x ∈ G₀) (hS : NoSharedInvariant A S G₀) (hw : ∀ j, w j ≠ 0)
    {j : ℕ} (hj : finrank K G₀ ≤ j) : space A S G₀ w j = ⊥ := by
  -- as long as the space is nonzero, each step costs at least one dimension
  have key : ∀ i, space A S G₀ w i ≠ ⊥ →
      finrank K (space A S G₀ w i) + i ≤ finrank K G₀ := by
    intro i
    induction i with
    | zero => exact fun _ => le_refl _
    | succ i ih =>
      intro hne
      obtain ⟨hle, hlt⟩ := induced_dimension_reduction hG hS hw i
      have hi : space A S G₀ w i ≠ ⊥ := fun h => hne (le_bot_iff.1 (h ▸ hle))
      have h1 := Submodule.finrank_lt_finrank_of_lt (hlt hi)
      have h2 := ih hi
      omega
  by_contra hne
  have h1 := key j hne
  exact hne (Submodule.finrank_eq_zero.1 (by omega))
```

The index $j$ counts spaces, not multiplications by $A$; with $s$ shadow vectors, IDR(s) normally uses $s+1$ of those to move from one space to the next.

## A step with an injective factor removes at most codim S dimensions

Suppose that $1-w_jA$ is injective. For $w_j\ne0$ this means that $1/w_j$ is not an eigenvalue of $A$. The map then preserves the dimension of $G_j\cap S$, and the dimension formula for a sum of subspaces gives

$$\dim G_{j+1}=\dim(G_j\cap S)=\dim G_j+\dim S-\dim(G_j+S).$$

Since $\dim(G_j+S)\le\dim V$,

$$\dim G_j-\dim G_{j+1}\le\dim V-\dim S.$$

The Lean statement moves the subtracted terms to the other side, because its dimensions are natural numbers. In the proof, `h1`, `h2` and `h3` are the equality of dimensions under the injective map, the dimension formula, and the bound by $\dim V$.

```lean
/-- In finite dimension, a step with injective `1 - w_j A` lowers the dimension by at most
the codimension of `S`. -/
theorem finrank_drop_le [FiniteDimensional K V] {j : ℕ}
    (hinj : Function.Injective (factor A (w j))) :
    finrank K (space A S G₀ w j) + finrank K S ≤
      finrank K (space A S G₀ w (j + 1)) + finrank K V := by
  have h1 : finrank K (space A S G₀ w j ⊓ S : Submodule K V) =
      finrank K (space A S G₀ w (j + 1)) :=
    (Submodule.equivMapOfInjective _ hinj (space A S G₀ w j ⊓ S)).finrank_eq
  have h2 := Submodule.finrank_sup_add_finrank_inf_eq (space A S G₀ w j) S
  have h3 := Submodule.finrank_le (space A S G₀ w j ⊔ S)
  omega
```

With $s$ independent shadow vectors, a step whose factor is injective therefore removes at most $s$ dimensions. The usual estimate of the cost of IDR(s) assumes that a typical step removes exactly $s$; the strict inclusion guarantees only one.

## Invariant subspaces inside S survive

Let $U\subseteq G_0\cap S$ be $A$-invariant, and let every factor $1-w_jA$ be injective. Then $U\subseteq G_j$ for all $j$.

The case $j=0$ is the assumption $U\subseteq G_0$. For the step from $j$ to $j+1$, invariance gives $(1-w_jA)U\subseteq U$. An injective map preserves dimension, so this inclusion is an equality. Since $U\subseteq G_j\cap S$,

$$U=(1-w_jA)U\subseteq(1-w_jA)(G_j\cap S)=G_{j+1}.$$

The facts `h1`, `h2` and `h3` are the inclusion, the equality and the final containment.

```lean
/-- In finite dimension, if every `1 - w_j A` is injective, an `A`-invariant subspace
contained in both `S` and `G_0` is contained in every `G_j`. -/
theorem invariant_le_space [FiniteDimensional K V] {U : Submodule K V}
    (hU₀ : U ≤ G₀) (hUS : U ≤ S) (hU : ∀ x ∈ U, A x ∈ U)
    (hinj : ∀ j, Function.Injective (factor A (w j))) (j : ℕ) :
    U ≤ space A S G₀ w j := by
  induction j with
  | zero => exact hU₀
  | succ j ih =>
    have h1 : U.map (factor A (w j)) ≤ U := by
      rintro _ ⟨y, hy, rfl⟩
      exact U.sub_mem hy (U.smul_mem _ (hU y hy))
    -- an injective map of `U` into itself is onto `U`
    have h2 : U.map (factor A (w j)) = U :=
      Submodule.eq_of_le_of_finrank_eq h1
        (Submodule.equivMapOfInjective _ (hinj j) U).finrank_eq.symm
    have h3 : U.map (factor A (w j)) ≤ space A S G₀ w (j + 1) :=
      Submodule.map_mono (le_inf ih hUS)
    exact h2.symm.le.trans h3
```

A nonzero $U$ of this kind keeps every $G_j$ away from zero. For a linear system, an eigenvector in $G_0$ that is orthogonal to all shadow vectors is a residual component that these spaces never exclude, as long as the factors are injective.

## A two-dimensional example

On $K\times K$, let $A(a,b)=(b,a)$ and let $S$ be the first coordinate axis, the vectors with $b=0$. Let $U\subseteq S$ be $A$-invariant and take $(a,b)\in U$. Then $b=0$ because $(a,b)\in S$. Since $A(a,b)=(b,a)$ also lies in $U\subseteq S$, we have $a=0$. Hence $U=0$, and the condition on $S$ holds with $G_0=V$.

In Lean, the swap is built from the two coordinate projections `LinearMap.snd` and `LinearMap.fst`, and $S$ is the kernel of the second. The facts `hb` and `ha` are the two conclusions about the coordinates.

```lean
/-- On the plane `K × K`, the first coordinate axis contains no nonzero subspace invariant
under the swap of the two coordinates. -/
theorem noSharedInvariant_witness :
    NoSharedInvariant ((LinearMap.snd K K K).prod (LinearMap.fst K K K))
      (LinearMap.ker (LinearMap.snd K K K)) ⊤ := by
  intro U _ hS hA
  rw [Submodule.eq_bot_iff]
  rintro ⟨a, b⟩ h
  have hb : b = 0 := LinearMap.mem_ker.1 (hS h)
  have ha : a = 0 := LinearMap.mem_ker.1 (hS (hA _ h))
  rw [ha, hb]
  rfl

end InducedDimensionReduction
```

```lean
#print axioms InducedDimensionReduction.induced_dimension_reduction
#print axioms InducedDimensionReduction.space_eq_bot
#print axioms InducedDimensionReduction.finrank_drop_le
#print axioms InducedDimensionReduction.invariant_le_space
```

```
'InducedDimensionReduction.induced_dimension_reduction' depends on axioms: [propext, Classical.choice, Quot.sound]
'InducedDimensionReduction.space_eq_bot' depends on axioms: [propext, Classical.choice, Quot.sound]
'InducedDimensionReduction.finrank_drop_le' depends on axioms: [propext, Classical.choice, Quot.sound]
'InducedDimensionReduction.invariant_le_space' depends on axioms: [propext, Classical.choice, Quot.sound]
```

For nonzero $w_0$, the space $G_1$ is the line through $(1,-w_0)$. It meets $S$ only in zero, so $G_2=0$, in agreement with $\dim G_0=2$.

## One zero coefficient can break the nesting

Keep this $A$, $S$ and $G_0=V$, but take $w_0=0$ and $w_1=1$. The first step applies the identity, so

$$G_1=S=\{(a,0):a\in K\}.$$

The second step gives

$$G_2=(1-A)S=\{(a,-a):a\in K\}.$$

The vector $(1,-1)$ lies in $G_2$ but not in $G_1$. A single vanishing coefficient is thus enough to destroy the inclusion $G_2\subseteq G_1$, even though every other hypothesis holds.
